# A Gaussian has a convergent sum over the three-dimensional integer lattice

For every real c > 0, the sum of exp(−c|n|²) over all integer triples n converges, where |n|² is the sum of the squares of the three components. In physical terms, a Gaussian centred at a site of a simple cubic lattice with unit spacing has a finite sum over the infinitely many lattice points, the origin included. The attempt first bounds the one-dimensional terms exp(−ck²), for natural k, by the geometric series with ratio exp(−c), using k ≤ k². It then extends the sum to all integers and obtains the three-dimensional result from products of one-dimensional sums, since the Gaussian factorises over the axes.

The failing Lean file:

```lean
import Mathlib

open MeasureTheory Filter Topology
open scoped Real

namespace ExchangeSingularity

noncomputable section

/-- The squared length of an integer triple. -/
def normSq (n : ℤ × ℤ × ℤ) : ℝ := (n.1 : ℝ) ^ 2 + (n.2.1 : ℝ) ^ 2 + (n.2.2 : ℝ) ^ 2

/-- A Gaussian is summable over the three-dimensional integer lattice. -/
theorem summable_gaussian {c : ℝ} (hc : 0 < c) :
    Summable fun n : ℤ × ℤ × ℤ => Real.exp (-c * normSq n) := by
  have hn : Summable fun k : ℕ => Real.exp (-c * (k : ℝ) ^ 2) := by
    refine Summable.of_nonneg_of_le (fun _ => (Real.exp_pos _).le) (fun k => ?_)
      (summable_geometric_of_lt_one (Real.exp_pos (-c)).le
        (Real.exp_lt_one (by linarith)))
    have hk : (k : ℝ) ≤ (k : ℝ) ^ 2 := by exact_mod_cast Nat.le_self_pow two_ne_zero k
    rw [← Real.exp_nat_mul]
    apply Real.exp_le_exp.mpr
    nlinarith [mul_le_mul_of_nonneg_left hk hc.le]
  have h1 : Summable fun k : ℤ => Real.exp (-c * (k : ℝ) ^ 2) :=
    Summable.of_nat_of_neg (by simpa using hn) (by simpa using hn)
  have h3 := h1.mul_of_nonneg
    (h1.mul_of_nonneg h1 (fun _ => (Real.exp_pos _).le) (fun _ => (Real.exp_pos _).le))
    (fun _ => (Real.exp_pos _).le)
    (fun _ => mul_nonneg (Real.exp_pos _).le (Real.exp_pos _).le)
  -- the Gaussian factorises over the three axes
  have e : (fun n : ℤ × ℤ × ℤ => Real.exp (-c * normSq n)) = fun n =>
      Real.exp (-c * (n.1 : ℝ) ^ 2) *
        (Real.exp (-c * (n.2.1 : ℝ) ^ 2) * Real.exp (-c * (n.2.2 : ℝ) ^ 2)) := by
    funext n
    rw [← Real.exp_add, ← Real.exp_add]
    congr 1
    unfold normSq
    ring
  rw [e]
  exact h3

end

end ExchangeSingularity
```

Compiling this gives:

```
Main.lean:19:9: error(lean.unknownIdentifier): Unknown constant `Real.exp_lt_one`
```

What went wrong. The message says that Lean knows no constant called `Real.exp_lt_one`. The failure is one of name lookup, and the mathematics of the step is sound: `summable_geometric_of_lt_one` needs a proof that the ratio exp(−c) is less than 1, and this holds because c is positive. The attempt tried to supply that proof through a lemma that does not exist under the name given.

The repair uses `Real.exp_lt_one_iff`, which states that exp(x) < 1 if and only if x < 0. Because this is an equivalence, `.mpr` is needed to select the direction from x < 0 to exp(x) < 1. With x = −c, what remains to be shown is −c < 0, which `linarith` derives from the hypothesis `hc : 0 < c`. The rest of the proof is unchanged.

The change, after which it compiles:

```diff
@@ -17,5 +17,5 @@
     refine Summable.of_nonneg_of_le (fun _ => (Real.exp_pos _).le) (fun k => ?_)
       (summable_geometric_of_lt_one (Real.exp_pos (-c)).le
-        (Real.exp_lt_one (by linarith)))
+        (Real.exp_lt_one_iff.mpr (by linarith)))
     have hk : (k : ℝ) ≤ (k : ℝ) ^ 2 := by exact_mod_cast Nat.le_self_pow two_ne_zero k
     rw [← Real.exp_nat_mul]
```
